# Counting the two-colour subgroups of lattice translations with inversion

In a crystal with two-state order, such as up and down moments in a collinear antiferromagnet, call the two states colours. Suppose that each symmetry operation of the uncoloured crystal either preserves the two colours or exchanges them. If some operation exchanges them, the preserving ones form a subgroup of index 2. How many such subgroups are there when the symmetry group is generated by the lattice translations and one inversion?

Work in lattice coordinates, so that lattice vectors are integer vectors.

```lean
import Mathlib

open Finset

namespace TwoColourInversionGroups
```

For $t\in\mathbb Z^n$, let $T_t$ be the map $x\mapsto x+t$ on $\mathbb R^n$.

```lean
/-- The translation of `R^n` by an integer vector. -/
def translation {n : ℕ} (t : Fin n → ℤ) : Equiv.Perm (Fin n → ℝ) :=
  Equiv.addRight (fun i => (t i : ℝ))
```

Let $G$ be the group of permutations of $\mathbb R^n$ generated by all $T_t$ and the inversion $P:x\mapsto-x$. In the plane, $P$ is a twofold rotation and $G$ is p2.

```lean
/-- The group generated by the inversion through the origin and all integer translations. -/
def inversionGroup (n : ℕ) : Subgroup (Equiv.Perm (Fin n → ℝ)) :=
  Subgroup.closure (insert (Equiv.neg (Fin n → ℝ)) (Set.range translation))
```

`P n` and `T t` are these operations as elements of $G$.

```lean
/-- The inversion as an element of the group. -/
def P (n : ℕ) : inversionGroup n :=
  ⟨Equiv.neg _, Subgroup.subset_closure (Set.mem_insert _ _)⟩

/-- A lattice translation as an element of the group. -/
def T {n : ℕ} (t : Fin n → ℤ) : inversionGroup n :=
  ⟨translation t, Subgroup.subset_closure (Set.mem_insert_of_mem _ ⟨t, rfl⟩)⟩
```

Signs $s=\pm1$ are elements of `ℤˣ`. `ActsAs g s t` says that $g(x)=sx+t$.

```lean
/-- The operation `g` acts as `x ↦ s x + t`, with a sign `s` and an integer vector `t`. -/
def ActsAs {n : ℕ} (g : Equiv.Perm (Fin n → ℝ)) (s : ℤˣ) (t : Fin n → ℤ) : Prop :=
  ∀ x i, g x i = ((s : ℤ) : ℝ) * x i + (t i : ℝ)
```

(a) Let $g(x)=sx+t$ and $h(x)=s'x+t'$. Show that
$$(gh)(x)=ss'x+(st'+t).$$

Since $h$ acts first, $g(h(x))=s(s'x+t')+t$; expand.

```lean
/-- The product rule for operations written as a sign and a translation part. -/
theorem ActsAs.mul {n : ℕ} {g h : Equiv.Perm (Fin n → ℝ)} {s s' : ℤˣ} {t t' : Fin n → ℤ}
    (hg : ActsAs g s t) (hh : ActsAs h s' t') :
    ActsAs (g * h) (s * s') (fun i => (s : ℤ) * t' i + t i) := by
  intro x i
  rw [Equiv.Perm.mul_apply, hg, hh]
  push_cast
  ring
```

(b) Show that every $g\in G$ satisfies $g(x)=sx+t$ for some sign $s$ and some $t\in\mathbb Z^n$.

The generators have the pairs $(-1,0)$ and $(1,t)$, and the identity has $(1,0)$. Products keep the form by (a). For inverses, $y=sx+t$ gives $x=sy-st$, because $s^2=1$. The Lean induction over the closure has these same cases.

```lean
/-- Every operation of the group is a sign followed by an integer translation. -/
theorem exists_actsAs {n : ℕ} {g : Equiv.Perm (Fin n → ℝ)} (hg : g ∈ inversionGroup n) :
    ∃ s t, ActsAs g s t := by
  unfold inversionGroup at hg
  induction hg using Subgroup.closure_induction with
  | mem x hx =>
    rcases hx with rfl | ⟨t, rfl⟩
    · exact ⟨-1, 0, fun x i => by simp⟩
    · exact ⟨1, t, fun x i => by simp [translation]⟩
  | one => exact ⟨1, 0, fun x i => by simp⟩
  | mul x y _ _ hx hy =>
    obtain ⟨s, t, h⟩ := hx
    obtain ⟨s', t', h'⟩ := hy
    exact ⟨_, _, h.mul h'⟩
  | inv g _ hx =>
    obtain ⟨s, t, h⟩ := hx
    refine ⟨s, fun i => -((s : ℤ) * t i), fun x i => ?_⟩
    have e := h (g⁻¹ x) i
    rw [show g (g⁻¹ x) = x from g.apply_symm_apply x] at e
    rcases Int.units_eq_one_or s with rfl | rfl <;>
      simp only [Units.val_one, Units.val_neg, Int.cast_one, Int.cast_neg, Int.cast_mul]
        at e ⊢ <;> linarith
```

(c) Let $n\ge1$, written `[NeZero n]`. Show that if $sx+t=s'x+t'$ for all $x$, then $s=s'$ and $t=t'$.

Setting $x=0$ gives $t=t'$. Setting $x=(1,\dots,1)$ and comparing one coordinate gives $s=s'$.

```lean
/-- In dimension at least one, the sign and the translation part of an operation are unique. -/
theorem ActsAs.unique {n : ℕ} [NeZero n] {g : Equiv.Perm (Fin n → ℝ)} {s s' : ℤˣ}
    {t t' : Fin n → ℤ} (h : ActsAs g s t) (h' : ActsAs g s' t') : s = s' ∧ t = t' := by
  have ht : t = t' := by
    funext i
    have a := h 0 i
    have b := h' 0 i
    simp only [Pi.zero_apply, mul_zero, zero_add] at a b
    exact_mod_cast a.symm.trans b
  subst ht
  have a := h (fun _ => 1) 0
  have b := h' (fun _ => 1) 0
  simp only [mul_one] at a b
  have e : ((s : ℤ) : ℝ) = ((s' : ℤ) : ℝ) := by linarith
  exact ⟨Units.ext (by exact_mod_cast e), rfl⟩
```

Choose signs $c_0$ for the inversion and $c_i$ for the unit translations $T_{e_i}$, where $i$ runs over the $n$ axes (`Fin n`). Define
$$\kappa(s,t)=\varepsilon(s)\prod_i c_i^{t_i},\qquad \varepsilon(1)=1,\quad \varepsilon(-1)=c_0.$$

```lean
/-- The colour sign of `x ↦ s x + t`, when the inversion has sign `c₀` and the unit
translation along axis `i` has sign `c i`. -/
def colour {n : ℕ} (c₀ : ℤˣ) (c : Fin n → ℤˣ) (s : ℤˣ) (t : Fin n → ℤ) : ℤˣ :=
  (if s = 1 then 1 else c₀) * ∏ i, c i ^ t i
```

(d) Show that
$$\kappa(ss',st'+t)=\kappa(s,t)\,\kappa(s',t').$$

Since $c_0^2=1$, $\varepsilon(ss')=\varepsilon(s)\varepsilon(s')$ in all four cases, which `decide` checks. Since $c_i^{-1}=c_i$, we have $c_i^{st'_i+t_i}=c_i^{t'_i}c_i^{t_i}$. Multiply over $i$.

```lean
/-- Colour signs multiply when operations are composed. -/
theorem colour_mul {n : ℕ} (c₀ : ℤˣ) (c : Fin n → ℤˣ) (s s' : ℤˣ) (t t' : Fin n → ℤ) :
    colour c₀ c (s * s') (fun i => (s : ℤ) * t' i + t i)
      = colour c₀ c s t * colour c₀ c s' t' := by
  have key : ∀ c₀ s s' : ℤˣ, (if s * s' = 1 then (1 : ℤˣ) else c₀)
      = (if s = 1 then 1 else c₀) * (if s' = 1 then 1 else c₀) := by decide
  have h : ∏ i, c i ^ ((s : ℤ) * t' i + t i) = (∏ i, c i ^ t i) * ∏ i, c i ^ t' i := by
    rw [← Finset.prod_mul_distrib]
    refine Finset.prod_congr rfl fun i _ => ?_
    -- reversing a translation does not change its colour
    have e : c i ^ ((s : ℤ) * t' i) = c i ^ t' i := by
      rcases Int.units_eq_one_or s with h | h <;> simp [h, zpow_neg, Int.units_inv_eq_self]
    rw [zpow_add, e, mul_comm]
  unfold colour
  rw [key, h]
  exact mul_mul_mul_comm _ _ _ _
```

(e) Call a homomorphism $G\to\{\pm1\}$ a colouring. For $n\ge1$, find a colouring $\chi$ with
$$\chi(P)=c_0,\qquad \chi(T_{e_i})=c_i.$$

Put $\chi(g)=\kappa(s,t)$ for the pair of $g$, which exists by (b) and is unique by (c). Parts (a) and (d) make $\chi$ multiplicative. The pairs $(-1,0)$ and $(1,e_i)$ give the required values. In Lean, `choose` selects a pair for each $g$, and `val` shows that any valid pair gives the same colour.

```lean
/-- In dimension at least one, the colour signs of the inversion and of the unit translations can be
chosen freely. -/
theorem exists_colouring {n : ℕ} [NeZero n] (c₀ : ℤˣ) (c : Fin n → ℤˣ) :
    ∃ χ : inversionGroup n →* ℤˣ, χ (P n) = c₀ ∧ ∀ i, χ (T (Pi.single i 1)) = c i := by
  choose s t h using fun g : inversionGroup n => exists_actsAs g.2
  have val : ∀ (g : inversionGroup n) (s' : ℤˣ) (t' : Fin n → ℤ), ActsAs g.1 s' t' →
      colour c₀ c (s g) (t g) = colour c₀ c s' t' := by
    intro g s' t' h'
    obtain ⟨a, b⟩ := (h g).unique h'
    rw [a, b]
  refine ⟨MonoidHom.mk' (fun g => colour c₀ c (s g) (t g)) (fun a b =>
    (val (a * b) _ _ ((h a).mul (h b))).trans (colour_mul _ _ _ _ _ _)), ?_, fun i => ?_⟩
  · refine (val (P n) (-1) 0 (fun x i => by simp [P])).trans ?_
    simp [colour, show (-1 : ℤˣ) ≠ 1 by decide]
  · refine (val (T (Pi.single i 1)) 1 (Pi.single i 1)
      (fun x j => by simp [T, translation])).trans ?_
    rw [colour, if_pos rfl, one_mul, Finset.prod_eq_single i]
    · simp
    · intro j _ hj
      simp [Pi.single_eq_of_ne hj]
    · simp
```

(f) Let homomorphisms $\chi,\psi:G\to\{\pm1\}$ agree on every $T_{e_i}$. Show that $\chi(T_t)=\psi(T_t)$ for all $t\in\mathbb Z^n$.

Since $T_{a+b}=T_aT_b$,
$$\chi(T_t)=\prod_i\chi(T_{e_i})^{t_i}=\prod_i\psi(T_{e_i})^{t_i}=\psi(T_t).$$
Lean phrases this through the subgroup `S` of vectors on which they agree: it contains every $e_i$, hence every $t$.

```lean
/-- Two colourings that agree on the unit translations agree on all lattice translations. -/
theorem eq_on_lattice {n : ℕ} {χ ψ : inversionGroup n →* ℤˣ}
    (h : ∀ i, χ (T (Pi.single i 1)) = ψ (T (Pi.single i 1))) (t : Fin n → ℤ) :
    χ (T t) = ψ (T t) := by
  have T0 : T (0 : Fin n → ℤ) = 1 := Subtype.ext <| Equiv.ext fun x => funext fun i => by
    show x i + ((0 : ℤ) : ℝ) = x i
    simp
  have Tadd : ∀ a b : Fin n → ℤ, T (a + b) = T a * T b := fun a b =>
    Subtype.ext <| Equiv.ext fun x => funext fun i => by
      show x i + ((a i + b i : ℤ) : ℝ) = (x i + (b i : ℝ)) + (a i : ℝ)
      push_cast
      ring
  have Tneg : ∀ a : Fin n → ℤ, T (-a) = (T a)⁻¹ := fun a =>
    eq_inv_of_mul_eq_one_left (by rw [← Tadd, neg_add_cancel, T0])
  -- the translations on which the colourings agree form a lattice
  let S : AddSubgroup (Fin n → ℤ) :=
    { carrier := {t | χ (T t) = ψ (T t)}
      zero_mem' := by simp [T0]
      add_mem' := by
        intro a b ha hb
        simp only [Set.mem_ofPred_eq] at ha hb ⊢
        rw [Tadd, map_mul, map_mul, ha, hb]
      neg_mem' := by
        intro a ha
        simp only [Set.mem_ofPred_eq] at ha ⊢
        rw [Tneg, map_inv, map_inv, ha] }
  have ht : t ∈ S := by
    rw [← Finset.univ_sum_single t]
    refine sum_mem fun i _ => ?_
    have e : (Pi.single i (t i) : Fin n → ℤ) = t i • Pi.single i 1 := by
      rw [← Pi.single_smul]
      simp
    rw [e]
    exact zsmul_mem (show Pi.single i 1 ∈ S from h i) _
  exact ht
```

(g) If also $\chi(P)=\psi(P)$, show that $\chi=\psi$.

The elements on which $\chi$ and $\psi$ agree form a subgroup, `χ.eqLocus ψ`. It contains all the generators, so it is $G$.

```lean
/-- A colouring is determined by the signs of the inversion and of the unit translations. -/
theorem colouring_ext {n : ℕ} {χ ψ : inversionGroup n →* ℤˣ} (hP : χ (P n) = ψ (P n))
    (h : ∀ i, χ (T (Pi.single i 1)) = ψ (T (Pi.single i 1))) : χ = ψ := by
  have le : inversionGroup n ≤ (χ.eqLocus ψ).map (inversionGroup n).subtype := by
    refine (Subgroup.closure_le _).2 ?_
    rintro _ (rfl | ⟨t, rfl⟩)
    · exact ⟨P n, hP, rfl⟩
    · exact ⟨T t, eq_on_lattice h t, rfl⟩
  refine MonoidHom.ext fun g => ?_
  obtain ⟨g', hg', e⟩ := le g.2
  have e' : g' = g := Subtype.ext e
  exact e' ▸ hg'
```

(h) For a subgroup $H$ of any group $K$, show that
$$[K:H]=2\iff H=\ker\chi\ \text{for some nontrivial }\chi:K\to\{\pm1\}.$$

If the index is 2, let $\chi$ be $1$ on $H$ and $-1$ off it. Then $ab\in H$ exactly when $a,b$ are both in $H$ or both outside, so $\chi$ is multiplicative. It is nontrivial, since otherwise its kernel would have index 1. Conversely, a nontrivial $\chi$ takes both values, and the index of its kernel is the size of its image, 2.

```lean
/-- In any group, the subgroups of index 2 are the kernels of the nontrivial sign
homomorphisms. -/
theorem index_two_iff {G : Type*} [Group G] (H : Subgroup G) :
    H.index = 2 ↔ ∃ χ : G →* ℤˣ, χ ≠ 1 ∧ χ.ker = H := by
  classical
  constructor
  · intro h
    have ex : ∃ χ : G →* ℤˣ, χ.ker = H := by
      refine ⟨MonoidHom.mk' (fun g => if g ∈ H then 1 else -1) (fun a b => ?_), ?_⟩
      · have m := Subgroup.mul_mem_iff_of_index_two h (a := a) (b := b)
        by_cases ha : a ∈ H <;> by_cases hb : b ∈ H <;> simp [m, ha, hb]
      · ext g
        rw [MonoidHom.mem_ker]
        show (if g ∈ H then (1 : ℤˣ) else -1) = 1 ↔ g ∈ H
        by_cases hg : g ∈ H <;> simp [hg, show (-1 : ℤˣ) ≠ 1 by decide]
    obtain ⟨χ, hχ⟩ := ex
    refine ⟨χ, ?_, hχ⟩
    rintro rfl
    rw [← hχ, MonoidHom.ker_one, Subgroup.index_top] at h
    omega
  · rintro ⟨χ, h1, rfl⟩
    obtain ⟨g, hg⟩ := DFunLike.ne_iff.1 h1
    have surj : Function.Surjective χ := by
      intro u
      rcases Int.units_eq_one_or u with rfl | rfl
      · exact ⟨1, map_one χ⟩
      · exact ⟨g, (Int.units_eq_one_or _).resolve_left hg⟩
    rw [Subgroup.index_ker, MonoidHom.range_eq_top.2 surj, Subgroup.card_top,
      Nat.card_eq_fintype_card]
    rfl
```

(i) For $n\ge1$, show that
$$\#\{H\le G:[G:H]=2\}=2^{n+1}-1.$$

By (e) and (g), homomorphisms correspond to the $2^{n+1}$ choices of $(c_0,c)$; this is the bijection `f`. Discard the trivial one. By (h), taking kernels reaches every index-2 subgroup, and no two homomorphisms share a kernel, because each equals $-1$ off its kernel. This is the bijection `k`.

For $n=1$ there are three subgroups: all translations; even translations with inversions about integers; even translations with inversions about half-odd integers. For $n=0$ the formula fails: $\mathbb R^0$ is a point, $P$ is the identity, and the trivial group has no index-2 subgroup, whereas the formula would give 1.

```lean
/-- For `n ≥ 1`, the group generated by the integer translations of `R^n` and the inversion
has exactly `2^(n+1) - 1` subgroups of index 2. -/
theorem card_index_two (n : ℕ) [NeZero n] :
    Nat.card {H : Subgroup (inversionGroup n) // H.index = 2} = 2 ^ (n + 1) - 1 := by
  -- colourings correspond to free choices of n + 1 signs
  let f : (inversionGroup n →* ℤˣ) → ℤˣ × (Fin n → ℤˣ) :=
    fun χ => (χ (P n), fun i => χ (T (Pi.single i 1)))
  have hf : Function.Bijective f := by
    refine ⟨fun χ ψ h => colouring_ext (congrArg Prod.fst h)
      (fun i => congrFun (congrArg Prod.snd h) i), fun p => ?_⟩
    obtain ⟨χ, h0, h1⟩ := exists_colouring p.1 p.2
    exact ⟨χ, Prod.ext h0 (funext h1)⟩
  let e : {χ : inversionGroup n →* ℤˣ // χ ≠ 1} ≃ {p : ℤˣ × (Fin n → ℤˣ) // p ≠ 1} :=
    (Equiv.ofBijective f hf).subtypeEquiv (fun χ => (hf.1.ne_iff (x := χ) (y := 1)).symm)
  -- nontrivial colourings correspond to subgroups of index 2
  let k : {χ : inversionGroup n →* ℤˣ // χ ≠ 1} →
      {H : Subgroup (inversionGroup n) // H.index = 2} :=
    fun χ => ⟨χ.1.ker, (index_two_iff _).2 ⟨χ.1, χ.2, rfl⟩⟩
  have hk : Function.Bijective k := by
    constructor
    · intro χ ψ h
      have h' : χ.1.ker = ψ.1.ker := congrArg Subtype.val h
      refine Subtype.ext (MonoidHom.ext fun g => ?_)
      have m : χ.1 g = 1 ↔ ψ.1 g = 1 := by
        rw [← MonoidHom.mem_ker, ← MonoidHom.mem_ker, h']
      rcases Int.units_eq_one_or (χ.1 g) with a | a <;>
        rcases Int.units_eq_one_or (ψ.1 g) with b | b <;>
        rw [a, b] at m ⊢ <;> exact absurd m (by decide)
    · rintro ⟨H, hH⟩
      obtain ⟨χ, h1, h2⟩ := (index_two_iff H).1 hH
      exact ⟨⟨χ, h1⟩, Subtype.ext h2⟩
  rw [← Nat.card_congr (Equiv.ofBijective k hk), Nat.card_congr e, Nat.card_eq_fintype_card]
  refine (Fintype.card_subtype_compl (fun p : ℤˣ × (Fin n → ℤˣ) => p = 1)).trans ?_
  simp [pow_succ, mul_comm]
```

(j) Show that p2 has exactly $7$ subgroups of index 2.

Put $n=2$: $2^3-1=7$. Consider two-state order on an ideal infinite structure with symmetry group p2. If every p2 operation preserves or exchanges the colours and some operation exchanges them, the colour-preserving operations form one of these seven subgroups. All seven occur when the coloured sites are in general position; a coloured site on a rotation centre rules out those in which the rotation about that centre exchanges the colours. Subgroups related by a change of axes or origin are counted separately.

```lean
/-- The plane group p2 has exactly seven subgroups of index 2. -/
theorem card_index_two_p2 :
    Nat.card {H : Subgroup (inversionGroup 2) // H.index = 2} = 7 := by
  rw [card_index_two]
  norm_num

end TwoColourInversionGroups
```

```lean
#print axioms TwoColourInversionGroups.eq_on_lattice
#print axioms TwoColourInversionGroups.card_index_two_p2
```

```
'TwoColourInversionGroups.eq_on_lattice' depends on axioms: [propext, Classical.choice, Quot.sound]
'TwoColourInversionGroups.card_index_two_p2' depends on axioms: [propext, Classical.choice, Quot.sound]
```
